# The Slater–Kirkwood pole bounds the imaginary-frequency polarizability of finitely many positive oscillators

Take two oscillators of strength 1, with frequencies 1 and 2 in atomic units. Their total strength is $N=2$, and their static polarizability is $a=1+\tfrac14=\tfrac54$. At the imaginary frequency $iu$ with $u=1$, the polarizability is

$$\alpha(1)=\frac1{1+1}+\frac1{4+1}=\frac7{10}.$$

A single oscillator with the same $N$ and $a$ would give

$$\frac{Na}{N+a}=\frac{5/2}{13/4}=\frac{10}{13}\approx0.769,$$

which is larger. Clearing the denominator shows where the difference comes from:

$$Na-\alpha(1)(N+a)=\frac52-\frac7{10}\cdot\frac{13}4=\frac9{40}
=\frac{(1-4)^2}{1\cdot4\cdot(1+1)(4+1)}.$$

The deficit is a squared difference of squared frequencies over a positive number. It would vanish if the frequencies agreed. With more oscillators, there is one such term for every pair.

## A finite list of undamped oscillators

Let oscillator $i$ have strength $f_i$ and frequency $w_i$, and define

$$N=\sum_i f_i,\qquad a=\sum_i\frac{f_i}{w_i^2},\qquad \alpha(u)=\sum_i\frac{f_i}{w_i^2+u^2},\qquad S(N,a,u)=\frac{Na}{N+au^2}.$$

The last function is the Slater–Kirkwood pole. For a pair of oscillators, define the gap

$$D_{ij}(u)=\frac{f_if_j(w_i^2-w_j^2)^2}{w_i^2w_j^2(w_i^2+u^2)(w_j^2+u^2)}.$$

In Lean, a finite type `ι` labels the oscillators of one atom, and `κ` those of a second. Strengths and frequencies are functions `f w : ι → ℝ`. The number $u$ is real and stands for the frequency $iu$, so no complex arithmetic is needed.

```lean
import Mathlib

open Finset

namespace SlaterKirkwoodPole

noncomputable section

variable {ι κ : Type*} [Fintype ι] [Fintype κ]

/-- Total oscillator strength `N = ∑ f_i`. -/
def totalStrength (f : ι → ℝ) : ℝ := ∑ i, f i

/-- Static polarizability `a = ∑ f_i / w_i²`, for nonzero frequencies `w_i`. -/
def staticPolarizability (f w : ι → ℝ) : ℝ := ∑ i, f i / w i ^ 2

/-- Dynamic polarizability at imaginary frequency `i u`, namely `∑ f_i / (w_i² + u²)`,
for nonzero frequencies `w_i`. -/
def polarizability (f w : ι → ℝ) (u : ℝ) : ℝ := ∑ i, f i / (w i ^ 2 + u ^ 2)

/-- The Slater-Kirkwood pole `N a / (N + a u²)`, for `N > 0` and `a > 0`. -/
def slaterKirkwood (N a u : ℝ) : ℝ := N * a / (N + a * u ^ 2)

/-- The weighted squared difference of the squared frequencies of oscillators `i` and `j`,
for nonzero frequencies. -/
def pairGap (f w : ι → ℝ) (u : ℝ) (i j : ι) : ℝ :=
  f i * f j * (w i ^ 2 - w j ^ 2) ^ 2 /
    (w i ^ 2 * w j ^ 2 * (w i ^ 2 + u ^ 2) * (w j ^ 2 + u ^ 2))
```

Finiteness means a discrete list of transitions. An atom's ionisation continuum enters only after it has been discretised, as in a finite-basis calculation. The derivation uses finiteness to rearrange double sums freely, and so does the Lean proof. With infinitely many transitions, convergence would have to be settled first. Damping and real driving frequencies are absent from the model.

## Nonzero frequencies make the identity possible

A positive $w_i$ is an excitation energy above the ground state. The derivation first needs it in order to divide by $w_i^2$. Write twice the cleared deficit as a sum over ordered pairs:

$$\begin{aligned}2\bigl[Na-\alpha(u)(N+au^2)\bigr]=\sum_{i,j}\Bigl[&f_i\Bigl(\frac{f_j}{w_j^2}-\frac{f_j}{w_j^2+u^2}\Bigr)+f_j\Bigl(\frac{f_i}{w_i^2}-\frac{f_i}{w_i^2+u^2}\Bigr)\\&-u^2f_if_j\Bigl(\frac1{w_i^2(w_j^2+u^2)}+\frac1{w_j^2(w_i^2+u^2)}\Bigr)\Bigr].\end{aligned}$$

Since $\frac1{w^2}-\frac1{w^2+u^2}=\frac{u^2}{w^2(w^2+u^2)}$, every term carries the factor $u^2f_if_j$. What multiplies it is

$$\frac1{w_j^2(w_j^2+u^2)}+\frac1{w_i^2(w_i^2+u^2)}-\frac1{w_i^2(w_j^2+u^2)}-\frac1{w_j^2(w_i^2+u^2)},$$

which factorises as

$$\Bigl(\frac1{w_j^2}-\frac1{w_i^2}\Bigr)\Bigl(\frac1{w_j^2+u^2}-\frac1{w_i^2+u^2}\Bigr)
=\frac{(w_i^2-w_j^2)^2}{w_i^2w_j^2(w_i^2+u^2)(w_j^2+u^2)}.$$

Therefore

$$2\bigl[Na-\alpha(u)(N+au^2)\bigr]=u^2\sum_{i,j}D_{ij}(u).$$

The factor 2 appears because each pair is counted in both orders; the terms with $i=j$ are zero.

`defect_identity` states this equality. Its only hypothesis is `hw`, so the strengths may have any sign. Inside the proof, `key` is the partial-fraction identity for one pair. There `hw` supplies the nonzero denominators, `field_simp` clears them and `ring` checks the resulting polynomial identity. The remaining steps sum over pairs and collect the products of sums.

```lean
/-- Twice the cleared difference `N a - α(u) (N + a u²)` is `u²` times the sum of the pair gaps over
all ordered pairs of oscillators. -/
theorem defect_identity (f w : ι → ℝ) (hw : ∀ i, 0 < w i) (u : ℝ) :
    2 * (totalStrength f * staticPolarizability f w
      - polarizability f w u * (totalStrength f + staticPolarizability f w * u ^ 2))
      = u ^ 2 * ∑ i, ∑ j, pairGap f w u i j := by
  -- partial fractions for each pair of oscillators
  have key : ∀ i j, u ^ 2 * pairGap f w u i j =
      f i * (f j / w j ^ 2) + (f i / w i ^ 2) * f j
      - (f i * (f j / (w j ^ 2 + u ^ 2)) + (f i / (w i ^ 2 + u ^ 2)) * f j)
      - u ^ 2 * ((f i / w i ^ 2) * (f j / (w j ^ 2 + u ^ 2))
        + (f i / (w i ^ 2 + u ^ 2)) * (f j / w j ^ 2)) := by
    intro i j
    have hi : w i ≠ 0 := (hw i).ne'
    have hj : w j ≠ 0 := (hw j).ne'
    have hiu : w i ^ 2 + u ^ 2 ≠ 0 := by positivity
    have hju : w j ^ 2 + u ^ 2 ≠ 0 := by positivity
    unfold pairGap
    field_simp
    ring
  -- summing over pairs turns each product into a product of sums
  have hs : ∀ x y : ι → ℝ, ∑ i, ∑ j, x i * y j = (∑ i, x i) * ∑ j, y j :=
    fun x y => (Finset.sum_mul_sum _ _ _ _).symm
  have hsum : u ^ 2 * ∑ i, ∑ j, pairGap f w u i j
      = ∑ i, ∑ j, u ^ 2 * pairGap f w u i j := by
    simp only [Finset.mul_sum]
  rw [hsum]
  simp only [key, Finset.sum_add_distrib, Finset.sum_sub_distrib, ← Finset.mul_sum,
    ← Finset.sum_mul]
  unfold totalStrength staticPolarizability polarizability
  ring
```

A zero frequency would describe a free charge, whose static polarizability diverges. Lean sets division by zero to zero, so such an oscillator would disappear from $a$ while still contributing to $\alpha(u)$ at $u\ne0$, and the bound would fail for it alone.

## Positive strengths give the deficit a sign

Dipole-allowed transitions upward from a ground state have positive oscillator strength; forbidden ones have strength zero and are left out of the list. If all $f_i>0$, every factor of $D_{ij}(u)$ is nonnegative, and hence so is the gap. In `pairGap_nonneg`, `positivity` draws this conclusion from the hypotheses `hf` and `hw`.

```lean
omit [Fintype ι] in
/-- Pair gaps are nonnegative for positive strengths and frequencies. -/
theorem pairGap_nonneg (f w : ι → ℝ) (hf : ∀ i, 0 < f i) (hw : ∀ i, 0 < w i)
    (u : ℝ) (i j : ι) : 0 ≤ pairGap f w u i j := by
  have hi := hf i
  have hj := hf j
  have hwi := hw i
  have hwj := hw j
  unfold pairGap
  positivity
```

Negative strengths occur for downward transitions from an excited state, and they can reverse the inequality. For such a transition, $w_i$ is the magnitude of the energy difference. With $f=(2,-1)$ and $w=(1,2)$, one finds $N=1$ and $a=\tfrac74$. At $u=1$ the polarizability is $\tfrac45$, but the pole is only $\tfrac7{11}$.

Strict positivity also matters for the equality case. A sum of nonnegative gaps is zero only if each gap is zero. Because $f_if_j>0$, this forces $w_i^2=w_j^2$, and positive frequencies then give $w_i=w_j$. An oscillator of zero strength could have any frequency without affecting the sums, so equality would no longer determine all the frequencies.

`sum_pairGap_eq_zero_iff` follows the same route. It applies `Finset.sum_eq_zero_iff_of_nonneg` once for each summation and then shows that two different frequencies would produce a strictly positive gap. The converse is direct substitution. The condition `∀ i j, w i = w j` says that all frequencies coincide.

```lean
/-- The sum of all pair gaps vanishes exactly when all frequencies coincide. -/
theorem sum_pairGap_eq_zero_iff (f w : ι → ℝ) (hf : ∀ i, 0 < f i) (hw : ∀ i, 0 < w i)
    (u : ℝ) : ∑ i, ∑ j, pairGap f w u i j = 0 ↔ ∀ i j, w i = w j := by
  have hnn := pairGap_nonneg f w hf hw u
  constructor
  · intro h i j
    have h1 := (Finset.sum_eq_zero_iff_of_nonneg
      (fun i _ => Finset.sum_nonneg fun j _ => hnn i j)).1 h i (Finset.mem_univ i)
    have h2 := (Finset.sum_eq_zero_iff_of_nonneg
      (fun j _ => hnn i j)).1 h1 j (Finset.mem_univ j)
    by_contra hne
    -- two different frequencies would give a strictly positive gap
    have hd : w i ^ 2 - w j ^ 2 ≠ 0 :=
      sub_ne_zero.2 fun e => hne ((sq_eq_sq₀ (hw i).le (hw j).le).1 e)
    have hsq : 0 < (w i ^ 2 - w j ^ 2) ^ 2 :=
      lt_of_le_of_ne (sq_nonneg _) (Ne.symm (pow_ne_zero 2 hd))
    have hwi := hw i
    have hwj := hw j
    have hpos : 0 < pairGap f w u i j :=
      div_pos (mul_pos (mul_pos (hf i) (hf j)) hsq) (by positivity)
    exact hpos.ne' h2
  · intro h
    refine Finset.sum_eq_zero fun i _ => Finset.sum_eq_zero fun j _ => ?_
    simp [pairGap, h i j]
```

## At least one oscillator, and a nonzero $u$

`Nonempty ι` says that the atom can respond at all. With positive strengths and frequencies, it gives $N>0$, $a>0$ and $\alpha(u)>0$. Without any oscillator, $\alpha(u)=0$ and the strict positivity claim fails.

The denominator $N+au^2$ is now positive, so the identity can be divided by it:

$$S(N,a,u)-\alpha(u)=\frac{u^2\sum_{i,j}D_{ij}(u)}{2(N+au^2)}\ge0.$$

For $u\ne0$, the right side vanishes exactly when the double sum does, which happens exactly when all frequencies agree. At $u=0$, both functions equal $a$ whatever the frequencies are, so equality carries no information there. At the other end, as $u\to\infty$, both $u^2\alpha(u)$ and $u^2S(N,a,u)$ tend to $N$. The pole therefore has the correct static value and the correct leading tail, and it can err only upward in between.

The first part of `slater_kirkwood_bound` covers every real $u$, while the equality statement takes `u ≠ 0`. In the proof, `hden` is the positive denominator and `le_div_iff₀` turns the bound into the cleared inequality, which `linarith` obtains from the identity. For equality, `hu` allows the factor $u^2$ to be cancelled.

```lean
/-- The dynamic polarizability is positive and never exceeds the Slater-Kirkwood pole; at any
nonzero `u` the two agree exactly when all excitation frequencies coincide. -/
theorem slater_kirkwood_bound [Nonempty ι] (f w : ι → ℝ) (hf : ∀ i, 0 < f i)
    (hw : ∀ i, 0 < w i) :
    (∀ u, 0 < polarizability f w u ∧ polarizability f w u
      ≤ slaterKirkwood (totalStrength f) (staticPolarizability f w) u) ∧
    ∀ u, u ≠ 0 → (polarizability f w u
      = slaterKirkwood (totalStrength f) (staticPolarizability f w) u ↔ ∀ i j, w i = w j) := by
  have hN : 0 < totalStrength f := Finset.sum_pos (fun i _ => hf i) Finset.univ_nonempty
  have ha : 0 < staticPolarizability f w :=
    Finset.sum_pos (fun i _ => div_pos (hf i) (pow_pos (hw i) 2)) Finset.univ_nonempty
  have hden : ∀ u : ℝ, 0 < totalStrength f + staticPolarizability f w * u ^ 2 :=
    fun u => by positivity
  refine ⟨fun u => ⟨?_, ?_⟩, fun u hu => ?_⟩
  · exact Finset.sum_pos (fun i _ => div_pos (hf i)
      (add_pos_of_pos_of_nonneg (pow_pos (hw i) 2) (sq_nonneg u))) Finset.univ_nonempty
  · have hgap : 0 ≤ u ^ 2 * ∑ i, ∑ j, pairGap f w u i j :=
      mul_nonneg (sq_nonneg u) (Finset.sum_nonneg fun i _ =>
        Finset.sum_nonneg fun j _ => pairGap_nonneg f w hf hw u i j)
    rw [slaterKirkwood, le_div_iff₀ (hden u)]
    linarith [defect_identity f w hw u]
  · rw [slaterKirkwood, eq_div_iff (hden u).ne', ← sum_pairGap_eq_zero_iff f w hf hw u]
    have hid := defect_identity f w hw u
    constructor
    · intro h
      rw [h, sub_self, mul_zero] at hid
      exact (mul_eq_zero.1 hid.symm).resolve_left (pow_ne_zero 2 hu)
    · intro h
      rw [h, mul_zero] at hid
      linarith
```

## An assumed strength no smaller than $N$

For a complete nonrelativistic spectrum with a local potential, the total oscillator strength is the number of electrons. A truncated list may contain less. The hypothesis `hM : totalStrength f ≤ M` allows a larger number $M$ to be used in the pole, with $a$ unchanged. By cross-multiplication,

$$S(M,a,u)-S(N,a,u)=\frac{a^2u^2(M-N)}{(M+au^2)(N+au^2)}\ge0.$$

In `bound_of_strength_le`, the numerator is the nonnegative term `h`, and the earlier bound completes the chain.

```lean
/-- The bound stays valid when the total strength is replaced by any larger number `M`. -/
theorem bound_of_strength_le [Nonempty ι] (f w : ι → ℝ) (hf : ∀ i, 0 < f i)
    (hw : ∀ i, 0 < w i) (M : ℝ) (hM : totalStrength f ≤ M) (u : ℝ) :
    polarizability f w u ≤ slaterKirkwood M (staticPolarizability f w) u := by
  have hN : 0 < totalStrength f := Finset.sum_pos (fun i _ => hf i) Finset.univ_nonempty
  have ha : 0 < staticPolarizability f w :=
    Finset.sum_pos (fun i _ => div_pos (hf i) (pow_pos (hw i) 2)) Finset.univ_nonempty
  have hM0 : 0 < M := lt_of_lt_of_le hN hM
  refine (((slater_kirkwood_bound f w hf hw).1 u).2).trans ?_
  -- the pole does not decrease when the total strength is raised
  unfold slaterKirkwood
  rw [div_le_div_iff₀ (by positivity) (by positivity)]
  have h := mul_nonneg (sub_nonneg.2 hM) (sq_nonneg (staticPolarizability f w * u))
  linarith
```

If $0<M<N$, the guarantee is lost. A single oscillator equals its pole for $N$, and at every $u\ne0$ it lies strictly above the pole for $M$. An effective electron number chosen below the model's total strength therefore need not give an upper bound.

## The same assumptions for both atoms

Let atom $A$ have data $f,w$ and atom $B$ data $g,v$, and write $S_A$ and $S_B$ for their poles. At the same $u$,

$$\alpha_A(u)\alpha_B(u)\le S_A(u)\alpha_B(u)\le S_A(u)S_B(u).$$

The first step needs $\alpha_B(u)\ge0$, and the second needs $S_A(u)\ge0$. Both follow from the positivity assumptions on the two atoms. Without such signs, upper bounds do not multiply: $-2\le1$ and $-3\le1$, yet the product of the left sides is 6. `pair_bound` passes exactly these facts to `mul_le_mul`.

```lean
/-- For two atoms, the product of their dynamic polarizabilities at the same imaginary
frequency is at most the product of their Slater-Kirkwood poles. -/
theorem pair_bound [Nonempty ι] [Nonempty κ] (f w : ι → ℝ) (g v : κ → ℝ)
    (hf : ∀ i, 0 < f i) (hw : ∀ i, 0 < w i) (hg : ∀ k, 0 < g k) (hv : ∀ k, 0 < v k) (u : ℝ) :
    polarizability f w u * polarizability g v u
      ≤ slaterKirkwood (totalStrength f) (staticPolarizability f w) u
        * slaterKirkwood (totalStrength g) (staticPolarizability g v) u := by
  obtain ⟨hA, hA'⟩ := (slater_kirkwood_bound f w hf hw).1 u
  obtain ⟨hB, hB'⟩ := (slater_kirkwood_bound g v hg hv).1 u
  exact mul_le_mul hA' hB' hB.le (hA.le.trans hA')
```

The product of the two polarizabilities is, up to a constant, the integrand of the coefficient $C_6$ in the nonretarded dispersion energy $-C_6/R^6$ of two spherically symmetric atoms at a large distance $R$, each represented here by a finite set of oscillators. The Slater–Kirkwood combination rule comes from integrating the product of the two poles over $u$; the theorems stop at the pointwise inequality.

## Positive $N$ and $a$ determine an oscillator that attains the bound

Given $N>0$ and $a>0$, choose one oscillator of strength $N$ and frequency $w=\sqrt{N/a}$. Its static polarizability is $N/w^2=a$, and

$$\frac N{w^2+u^2}=\frac N{N/a+u^2}=\frac{Na}{N+au^2}$$

for every $u$. An upper bound that depends only on $N$, $a$ and $u$, and holds for all these oscillator models, thus cannot lie below the pole anywhere.

In `single_oscillator_attains`, the one-element type `Unit` labels the oscillator. The hypotheses `hN` and `ha` ensure that the square root squares back to $N/a$, and they justify the divisions. If $N$ and $a$ had opposite signs, the required squared frequency would be negative, and no real oscillator would fit.

```lean
/-- A single oscillator of strength `N` and frequency `√(N/a)` has total strength `N` and static
polarizability `a`, and its dynamic polarizability is the Slater-Kirkwood pole at every `u`. -/
theorem single_oscillator_attains (N a : ℝ) (hN : 0 < N) (ha : 0 < a) :
    totalStrength (fun _ : Unit => N) = N ∧
    staticPolarizability (fun _ : Unit => N) (fun _ => √(N / a)) = a ∧
    ∀ u, polarizability (fun _ : Unit => N) (fun _ => √(N / a)) u = slaterKirkwood N a u := by
  have hs : √(N / a) ^ 2 = N / a := Real.sq_sqrt (div_pos hN ha).le
  refine ⟨by simp [totalStrength], ?_, fun u => ?_⟩
  · simp only [staticPolarizability, Finset.univ_unique, Finset.sum_singleton, hs]
    field_simp
  · have e : N / a + u ^ 2 = (N + a * u ^ 2) / a := by field_simp
    simp only [polarizability, slaterKirkwood, Finset.univ_unique, Finset.sum_singleton, hs]
    rw [e, div_div_eq_mul_div]

end

end SlaterKirkwoodPole
```

```lean
#print axioms SlaterKirkwoodPole.slater_kirkwood_bound
#print axioms SlaterKirkwoodPole.bound_of_strength_le
#print axioms SlaterKirkwoodPole.pair_bound
#print axioms SlaterKirkwoodPole.single_oscillator_attains
```

```
'SlaterKirkwoodPole.slater_kirkwood_bound' depends on axioms: [propext, Classical.choice, Quot.sound]
'SlaterKirkwoodPole.bound_of_strength_le' depends on axioms: [propext, Classical.choice, Quot.sound]
'SlaterKirkwoodPole.pair_bound' depends on axioms: [propext, Classical.choice, Quot.sound]
'SlaterKirkwoodPole.single_oscillator_attains' depends on axioms: [propext, Classical.choice, Quot.sound]
```
